# Concavity of the Mermin free energy for linearly moving levels at fixed particle number

Finitely many independent-electron levels e_i(t) = a_i + t b_i are filled thermally while a parameter t moves them and the mean particle number stays at N. How does their free energy curve with t?

The inverse temperature is β = 1/T with k_B = 1, and μ(t) is the chemical potential. Each level holds at most one electron, so a spin-degenerate level is listed twice. A prime means d/dt. In Lean, `ι` labels the levels, and `a`, `b` hold their offsets and slopes.

```lean
import Mathlib

open Finset

namespace FixedNumberThermalCurvature

noncomputable section

variable {ι : Type*}
```

The Fermi occupation f_i is `occ`:

f_i = 1/(1 + exp(β(e_i − μ)))

```lean
/-- Fermi occupation of the level `a i + t * b i` at inverse temperature `β` and chemical
potential `μ t`. -/
def occ (β : ℝ) (a b : ι → ℝ) (μ : ℝ → ℝ) (t : ℝ) (i : ι) : ℝ :=
  1 / (1 + Real.exp (β * (a i + t * b i - μ t)))
```

The letter G denotes a slope here, not a Gibbs energy. Despite its name, `meanSlope` is a weighted sum, not divided by N:

G = Σ f_i b_i

```lean
/-- The slope `G(t)`: the level slopes `b i` summed with the Fermi occupations as weights. -/
def meanSlope [Fintype ι] (β : ℝ) (a b : ι → ℝ) (μ : ℝ → ℝ) (t : ℝ) : ℝ :=
  ∑ i, occ β a b μ t i * b i
```

The free energy A is energy minus temperature times entropy, without the −μN of the grand potential:

A = Σ [f_i e_i + (f_i log f_i + (1 − f_i) log(1 − f_i))/β]

```lean
/-- The Mermin free energy, energy minus temperature times entropy, of the Fermi occupations,
for `β ≠ 0`. -/
def freeEnergy [Fintype ι] (β : ℝ) (a b : ι → ℝ) (μ : ℝ → ℝ) (t : ℝ) : ℝ :=
  ∑ i, (occ β a b μ t i * (a i + t * b i) +
    (occ β a b μ t i * Real.log (occ β a b μ t i) +
      (1 - occ β a b μ t i) * Real.log (1 - occ β a b μ t i)) / β)
```

Parts (d) to (g) assume that μ is differentiable (`hμ`) and that Σ f_i = N for every t (`hN`): the mean electron number is held fixed, and μ adjusts accordingly. The number itself still fluctuates, since independent Fermi occupations are grand-canonical; "fixed particle number" refers to the mean throughout. The existence of such a μ is assumed, not derived. For a Hamiltonian H₀ + tV, the linearity of the levels is a further assumption. It holds when V is diagonal in a fixed eigenbasis of H₀, but generally not when the orbitals change with t.

## (a) Partial filling

Show that no level is completely empty or full:

0 < f_i < 1

Put E_i = exp(β(e_i − μ)) > 0. Then f_i = 1/(1 + E_i) has a denominator above 1. In Lean, `div_lt_one` reduces the upper bound to this comparison.

```lean
variable {β N : ℝ} {a b : ι → ℝ} {μ : ℝ → ℝ}

/-- A Fermi occupation lies strictly between zero and one. -/
theorem occ_pos_lt_one (t : ℝ) (i : ι) : 0 < occ β a b μ t i ∧ occ β a b μ t i < 1 := by
  have hE := Real.exp_pos (β * (a i + t * b i - μ t))
  unfold occ
  constructor
  · positivity
  · rw [div_lt_one (by positivity)]
    linarith
```

## (b) Log-odds of an occupation

For β ≠ 0, show that

(log f_i − log(1 − f_i))/β = μ − e_i

Since 1 − f_i = E_i/(1 + E_i) = E_i f_i, we have log(1 − f_i) = β(e_i − μ) + log f_i. Rearrange and divide by β. The Lean fact `h` is the product form, and `Real.log_mul` splits its logarithm.

```lean
/-- For `β ≠ 0`, the logarithm of the ratio of filling to emptiness of a level, divided by `β`,
is the chemical potential minus the level energy. -/
theorem log_odds (hβ : β ≠ 0) (t : ℝ) (i : ι) :
    (Real.log (occ β a b μ t i) - Real.log (1 - occ β a b μ t i)) / β
      = μ t - (a i + t * b i) := by
  have h : 1 - occ β a b μ t i
      = Real.exp (β * (a i + t * b i - μ t)) * occ β a b μ t i := by
    have hne : 1 + Real.exp (β * (a i + t * b i - μ t)) ≠ 0 := by positivity
    unfold occ
    generalize Real.exp (β * (a i + t * b i - μ t)) = E at hne ⊢
    field_simp
    ring
  rw [h, Real.log_mul (Real.exp_ne_zero _) (occ_pos_lt_one t i).1.ne', Real.log_exp,
    div_eq_iff hβ]
  ring
```

## (c) Response of one occupation

Where μ has derivative μ', show that

f_i' = −β f_i(1 − f_i)(b_i − μ')

The exponent has derivative β(b_i − μ'), so f_i' = −β(b_i − μ') E_i/(1 + E_i)², and E_i/(1 + E_i)² = f_i(1 − f_i). `HasDerivAt` states both differentiability and the value. Here `h1` differentiates the exponent and `h3` applies the quotient rule.

```lean
/-- Where the chemical potential is differentiable, an occupation responds in proportion to
`f (1 - f)` and to the motion of its level relative to the chemical potential. -/
theorem hasDerivAt_occ {μ' t : ℝ} (hμ : HasDerivAt μ μ' t) (i : ι) :
    HasDerivAt (fun s => occ β a b μ s i)
      (-β * (occ β a b μ t i * (1 - occ β a b μ t i)) * (b i - μ')) t := by
  have h1 : HasDerivAt (fun s => β * (a i + s * b i - μ s)) (β * (b i - μ')) t :=
    (((((hasDerivAt_id' t).mul_const (b i)).const_add (a i)).fun_sub hμ).const_mul
      β).congr_deriv (by ring)
  have hne : 1 + Real.exp (β * (a i + t * b i - μ t)) ≠ 0 := by positivity
  have h3 := (hasDerivAt_const t (1 : ℝ)).fun_div (h1.exp.const_add 1) hne
  refine h3.congr_deriv ?_
  simp only [occ]
  generalize Real.exp (β * (a i + t * b i - μ t)) = E at hne ⊢
  field_simp
  ring
```

## (d) Conservation of particle number

Show that the rates cancel:

Σ −β f_i(1 − f_i)(b_i − μ') = 0

By (c) the left side is the derivative of Σ f_i, which is the constant N. Lean computes this derivative in both ways and equates them with `h.unique`; `deriv μ t` is μ'(t).

```lean
variable [Fintype ι]

/-- At fixed mean particle number and with a differentiable chemical potential, the rates of change
of the occupations sum to zero. -/
theorem sum_rates_eq_zero (hμ : Differentiable ℝ μ)
    (hN : ∀ t, ∑ i, occ β a b μ t i = N) (t : ℝ) :
    ∑ i, -β * (occ β a b μ t i * (1 - occ β a b μ t i)) * (b i - deriv μ t) = 0 := by
  have h : HasDerivAt (fun s => ∑ i, occ β a b μ s i)
      (∑ i, -β * (occ β a b μ t i * (1 - occ β a b μ t i)) * (b i - deriv μ t)) t :=
    HasDerivAt.fun_sum fun i _ => hasDerivAt_occ (hμ t).hasDerivAt i
  have hc : (fun s => ∑ i, occ β a b μ s i) = fun _ => N := funext hN
  rw [hc] at h
  exact h.unique (hasDerivAt_const t N)
```

## (e) Derivative of G

Show that

G' = −β Σ f_i(1 − f_i)(b_i − μ')²

Subtract μ' times the vanishing sum from (d):

G' = Σ f_i' b_i − μ' Σ f_i' = Σ f_i'(b_i − μ')

Inserting (c) gives the square. In Lean, `h0` is the subtracted zero, and `ring` matches the sums term by term.

```lean
/-- At fixed mean particle number and with a differentiable chemical potential, `G` has derivative
`-β ∑ f (1 - f) (b - μ')²`. -/
theorem hasDerivAt_meanSlope (hμ : Differentiable ℝ μ)
    (hN : ∀ t, ∑ i, occ β a b μ t i = N) (t : ℝ) :
    HasDerivAt (meanSlope β a b μ)
      (-β * ∑ i, occ β a b μ t i * (1 - occ β a b μ t i) * (b i - deriv μ t) ^ 2) t := by
  have h : HasDerivAt (meanSlope β a b μ)
      (∑ i, -β * (occ β a b μ t i * (1 - occ β a b μ t i)) * (b i - deriv μ t) * b i) t :=
    HasDerivAt.fun_sum fun i _ => (hasDerivAt_occ (hμ t).hasDerivAt i).mul_const (b i)
  refine h.congr_deriv ?_
  -- subtracting `μ'` times the vanishing total rate completes the square
  have h0 := congrArg (fun x => deriv μ t * x) (sum_rates_eq_zero hμ hN t)
  simp only [mul_zero] at h0
  rw [← sub_zero (∑ i, _), ← h0, Finset.mul_sum, Finset.mul_sum, ← Finset.sum_sub_distrib]
  exact Finset.sum_congr rfl fun i _ => by ring
```

## (f) Slope of the free energy

For β ≠ 0, show the Hellmann-Feynman relation in the special case of these linear levels, where the occupations respond to t but no orbital response is treated:

A' = G

The entropy term of level i has derivative f_i'(log f_i − log(1 − f_i))/β, which is f_i'(μ − e_i) by (b). Hence

A' = Σ [f_i b_i + f_i' e_i + f_i'(μ − e_i)] = G + μ Σ f_i' = G

In Lean, `d` stands for f_i', `h1` and `h2` differentiate the two entropy pieces, and `linear_combination d * hL` inserts (b).

```lean
/-- At fixed mean particle number, with `β ≠ 0` and a differentiable chemical potential, the
derivative of the Mermin free energy is `G`. -/
theorem hasDerivAt_freeEnergy (hβ : β ≠ 0) (hμ : Differentiable ℝ μ)
    (hN : ∀ t, ∑ i, occ β a b μ t i = N) (t : ℝ) :
    HasDerivAt (freeEnergy β a b μ) (meanSlope β a b μ t) t := by
  have h : HasDerivAt (freeEnergy β a b μ) (∑ i, (occ β a b μ t i * b i + μ t *
      (-β * (occ β a b μ t i * (1 - occ β a b μ t i)) * (b i - deriv μ t)))) t := by
    refine HasDerivAt.fun_sum fun i _ => ?_
    have hf := hasDerivAt_occ (β := β) (a := a) (b := b) (hμ t).hasDerivAt i
    have he : HasDerivAt (fun s => a i + s * b i) (b i) t :=
      (((hasDerivAt_id' t).mul_const (b i)).const_add (a i)).congr_deriv (one_mul _)
    obtain ⟨hp, hl⟩ := occ_pos_lt_one (β := β) (a := a) (b := b) (μ := μ) t i
    have hp0 : occ β a b μ t i ≠ 0 := hp.ne'
    have hq0 : 1 - occ β a b μ t i ≠ 0 := (sub_pos.mpr hl).ne'
    have hL := log_odds (a := a) (b := b) (μ := μ) hβ t i
    generalize -β * (occ β a b μ t i * (1 - occ β a b μ t i)) * (b i - deriv μ t) = d at hf ⊢
    have h1 : HasDerivAt (fun s => occ β a b μ s i * Real.log (occ β a b μ s i))
        ((Real.log (occ β a b μ t i) + 1) * d) t :=
      (hf.fun_mul (hf.log hp0)).congr_deriv (by field_simp)
    have h2 : HasDerivAt (fun s => (1 - occ β a b μ s i) * Real.log (1 - occ β a b μ s i))
        ((Real.log (1 - occ β a b μ t i) + 1) * (-d)) t :=
      ((hf.const_sub 1).fun_mul ((hf.const_sub 1).log hq0)).congr_deriv
        (by field_simp; ring)
    -- the entropy replaces the level energy by the chemical potential
    refine ((hf.fun_mul he).fun_add ((h1.fun_add h2).div_const β)).congr_deriv ?_
    linear_combination d * hL
  refine h.congr_deriv ?_
  rw [Finset.sum_add_distrib, ← Finset.mul_sum, sum_rates_eq_zero hμ hN t, mul_zero, add_zero]
  rfl
```

## (g) Concavity

For β > 0, show that for all s, t and 0 ≤ λ ≤ 1

A(λs + (1 − λ)t) ≥ λA(s) + (1 − λ)A(t)

By (f) and (e), A'' = G'. Every term of the sum in (e) is nonnegative by (a), so G' ≤ 0. Thus A' never increases, and A is concave. Lean takes the same two steps, with `antitone_of_deriv_nonpos` and `Antitone.concaveOn_univ_of_deriv`.

In electronic-structure calculations with Fermi smearing, this gives the sign of the free-energy curvature for non-interacting, linearly moving levels at fixed electron number.

```lean
/-- At fixed mean particle number, with `β > 0` and a differentiable chemical potential, the Mermin
free energy is a concave function of `t`. -/
theorem freeEnergy_concave (hβ : 0 < β) (hμ : Differentiable ℝ μ)
    (hN : ∀ t, ∑ i, occ β a b μ t i = N) :
    ConcaveOn ℝ Set.univ (freeEnergy β a b μ) := by
  have hA := hasDerivAt_freeEnergy hβ.ne' hμ hN
  have hG := hasDerivAt_meanSlope hμ hN
  refine Antitone.concaveOn_univ_of_deriv (fun t => (hA t).differentiableAt) ?_
  rw [funext fun t => (hA t).deriv]
  refine antitone_of_deriv_nonpos (fun t => (hG t).differentiableAt) fun t => ?_
  rw [(hG t).deriv, neg_mul]
  refine neg_nonpos.mpr (mul_nonneg hβ.le (Finset.sum_nonneg fun i _ => ?_))
  obtain ⟨hp, hl⟩ := occ_pos_lt_one (β := β) (a := a) (b := b) (μ := μ) t i
  exact mul_nonneg (mul_nonneg hp.le (sub_pos.mpr hl).le) (sq_nonneg _)
```

## (h) Two levels holding one electron on average

For levels ±(Δ + t) with μ = 0, show that

f_0 + f_1 = 1

The exponentials are E and 1/E, so the sum is 1/(1 + E) + E/(1 + E) = 1. The Lean fact `hEF` says that their product is 1. The assumptions of (d) to (g) can therefore be met by levels with different slopes.

```lean
/-- The Fermi occupations of two levels at `Δ + t` and `-(Δ + t)` with chemical potential zero sum
to one for every `t`. -/
theorem fixedNumber_witness (β Δ t : ℝ) :
    ∑ i, occ β ![Δ, -Δ] ![1, -1] (fun _ => 0) t i = 1 := by
  rw [Fin.sum_univ_two]
  change 1 / (1 + Real.exp (β * (Δ + t * 1 - 0))) +
    1 / (1 + Real.exp (β * (-Δ + t * (-1) - 0))) = 1
  have hEF : Real.exp (β * (Δ + t * 1 - 0)) * Real.exp (β * (-Δ + t * (-1) - 0)) = 1 := by
    rw [← Real.exp_add, ← Real.exp_zero]
    congr 1
    ring
  have h1 : 1 + Real.exp (β * (Δ + t * 1 - 0)) ≠ 0 := by positivity
  have h2 : 1 + Real.exp (β * (-Δ + t * (-1) - 0)) ≠ 0 := by positivity
  rw [div_add_div _ _ h1 h2, div_eq_iff (mul_ne_zero h1 h2)]
  linear_combination -hEF

end

end FixedNumberThermalCurvature
```

```lean
#print axioms FixedNumberThermalCurvature.freeEnergy_concave
```

```
'FixedNumberThermalCurvature.freeEnergy_concave' depends on axioms: [propext, Classical.choice, Quot.sound]
```

## Varying particle number and strict concavity

With β > 0 and μ differentiable but no constraint on the particle number, concavity can fail. Take one level e = t with μ = 2t. Then f = 1/(1 + exp(−βt)) and A' = f + 2t f', so A''(0) = 3f'(0) = 3β/4 > 0.

At fixed number and β > 0, two levels with different slopes cannot both move with μ. The sum in (e) then has a positive term at every t, so A is strictly concave; this consequence is argued here in prose and has no Lean proof above.
